# An eigenvalue pair $\pm E$ with $0 < E \le v\,(v/w)^{N-1}$ in the open dimerized chain with positive hoppings

Take an open tight-binding chain of $2N$ sites, $N \ge 1$, with zero on-site energies and real hoppings that alternate as $v, w, \dots, v$, both positive. Its Hamiltonian $H$ is invertible, its set of eigenvalues is symmetric about zero, and it has eigenvalues $+E$ and $-E$ with
$$0 < E \le v\,(v/w)^{N-1} = w\,e^{-N\ln(w/v)}.$$
If moreover $v < w$, the splitting $2E$ falls below any $\varepsilon > 0$ for all long enough chains. The condition $v < w$ says that the chain begins and ends with the weak bond, the termination at which a Shockley state decays into the interior. For $v < w$ in this non-interacting, one-dimensional, nearest-neighbour model, the inequality limits how far from zero energy the finite length of the chain, which stands for the thickness of a slab, can push the two levels nearest zero.

## Sites, hoppings and the Hamiltonian

```lean
import Mathlib

open Matrix

namespace DimerizedChainEdge

noncomputable section
```

These lines load Mathlib and make its matrix notation available.

```lean
/-- Hopping block between site `A i` and site `B j`: `v` inside a cell, `w` between `B j` and
`A (j+1)`. -/
def hop (N : ℕ) (v w : ℝ) : Matrix (Fin N) (Fin N) ℝ :=
  Matrix.of fun i j => (if i = j then v else 0) + (if i.val = j.val + 1 then w else 0)
```

Cell $i = 0, \dots, N-1$ holds two sites $A_i$ and $B_i$, and `Fin N` is this set of indices, with `i.val` the integer $i$. The matrix `hop N v w` is called $D$ below. Its entry $D_{ij}$ is the hopping between $A_i$ and $B_j$, so $D_{ii} = v$, $D_{j+1,j} = w$, and all other entries vanish. No bond $w$ joins $B_{N-1}$ back to $A_0$, which makes the chain open. For $N = 1$ there is a single bond $v$.

```lean
/-- Hamiltonian of the open chain `A 0, B 0, A 1, ..., B (N-1)` of `2N` sites with hoppings
`v, w, ..., v`; `inl` labels the A sites and `inr` the B sites. -/
def chain (N : ℕ) (v w : ℝ) : Matrix (Fin N ⊕ Fin N) (Fin N ⊕ Fin N) ℝ :=
  fromBlocks 0 (hop N v w) (hop N v w)ᵀ 0
```

The index type `Fin N ⊕ Fin N` is two copies of the cell index, the first for A sites and the second for B sites. `fromBlocks` lists four blocks row by row and `ᵀ` is the transpose, so
$$H = \begin{pmatrix} 0 & D \\ D^{T} & 0\end{pmatrix}.$$
For a state with amplitudes $a_i$ on $A_i$ and $b_j$ on $B_j$,
$$(Hx)_{A_i} = v\,b_i + w\,b_{i-1}, \qquad (Hx)_{B_j} = v\,a_j + w\,a_{j+1},$$
with $b_{-1} = a_N = 0$. The hoppings enter with a positive sign.

```lean
/-- Sublattice operator: `+1` on A sites, `-1` on B sites. -/
def chiral (N : ℕ) : Matrix (Fin N ⊕ Fin N) (Fin N ⊕ Fin N) ℝ :=
  fromBlocks 1 0 0 (-1)
```

This is the sublattice operator $\Gamma = \mathrm{diag}(1, -1)$, where each $1$ is the $N \times N$ identity.

```lean
/-- `E` is an eigenvalue of `A`: some nonzero vector obeys `A x = E x`. -/
def IsEigenvalue {n : Type*} [Fintype n] (A : Matrix n n ℝ) (E : ℝ) : Prop :=
  ∃ x : n → ℝ, x ≠ 0 ∧ A *ᵥ x = E • x
```

Here `*ᵥ` is a matrix acting on a vector and `•` is multiplication by a number, so the definition reads $Ax = Ex$ for some $x \neq 0$. Both $E$ and $x$ are real, which suffices for a real symmetric matrix. The definition records whether $E$ occurs and not its multiplicity.

```lean
/-- Amplitude `(-v/w)^i` in cell `i`. -/
def amp (N : ℕ) (v w : ℝ) : Fin N → ℝ := fun i => (-(v / w)) ^ i.val
```

The amplitudes are $a_i = (-v/w)^i$.

```lean
/-- Trial edge state: amplitude `(-v/w)^i` on `A i` and zero on all B sites. -/
def edge (N : ℕ) (v w : ℝ) : Fin N ⊕ Fin N → ℝ := Sum.elim (amp N v w) 0
```

`Sum.elim` glues a function on the A sites to a function on the B sites. The trial state $\psi$ has $a_i$ on $A_i$ and zero on every $B_j$. It is not normalised: $|\psi|^2 = \sum_{i=0}^{N-1} (v/w)^{2i}$, and the normalised amplitudes are $a_i/|\psi|$.

## Zero is not an eigenvalue

```lean
/-- The determinant of the hopping block is `v^N`. -/
theorem det_hop (N : ℕ) (v w : ℝ) : (hop N v w).det = v ^ N := by
  have h : (hop N v w)ᵀ.BlockTriangular id := by
    intro i j hij
    have h1 : j.val < i.val := hij
    have h2 : j ≠ i := fun e => by rw [e] at h1; omega
    have h3 : j.val ≠ i.val + 1 := by omega
    simp [hop, h2, h3]
  rw [← det_transpose, det_of_isUpperTriangular h]
  simp [hop]
```

The statement is $\det D = v^N$. The matrix $D$ has $v$ on the diagonal, $w$ just below it and nothing above, so the determinant is the product of the diagonal. In the proof, `h` shows that $D^T$ vanishes below its diagonal, with `omega` settling that $j < i$ excludes both $j = i$ and $j = i+1$. Then `det_of_isUpperTriangular` gives the product.

```lean
/-- For `v ≠ 0` the chain Hamiltonian has nonzero determinant. -/
theorem det_chain_ne_zero (N : ℕ) {v : ℝ} (w : ℝ) (hv : v ≠ 0) : (chain N v w).det ≠ 0 := by
  have h1 : IsUnit (hop N v w).det := by
    rw [det_hop]; exact (pow_ne_zero N hv).isUnit
  have h2 : IsUnit (hop N v w)ᵀ.det := by rwa [det_transpose]
  have h : chain N v w * fromBlocks 0 ((hop N v w)ᵀ)⁻¹ (hop N v w)⁻¹ 0 = 1 := by
    rw [chain, fromBlocks_multiply, mul_nonsing_inv _ h1, mul_nonsing_inv _ h2]
    simp
  exact (Matrix.isUnit_det_of_right_inverse h).ne_zero
```

For $v \neq 0$ and any $w$, $\det H \neq 0$. Both $D$ and $D^T$ have determinant $v^N \ne 0$ (`h1`, `h2`), and block multiplication gives
$$\begin{pmatrix} 0 & D \\ D^{T} & 0\end{pmatrix}\begin{pmatrix} 0 & (D^{T})^{-1} \\ D^{-1} & 0\end{pmatrix} = \begin{pmatrix} DD^{-1} & 0 \\ 0 & D^{T}(D^{T})^{-1}\end{pmatrix} = 1.$$
This is `h`. `IsUnit` means invertible, which for a real number means nonzero.

## Sublattice symmetry pairs $E$ with $-E$

```lean
/-- The sublattice operator squares to one and anticommutes with the Hamiltonian. -/
theorem chiral_symmetry (N : ℕ) (v w : ℝ) :
    chiral N * chiral N = 1 ∧ chain N v w * chiral N = -(chiral N * chain N v w) := by
  constructor
  · simp [chiral, fromBlocks_multiply, fromBlocks_one]
  · simp [chiral, chain, fromBlocks_multiply, fromBlocks_neg]
```

The symbol `∧` is "and": $\Gamma^2 = 1$ and $H\Gamma = -\Gamma H$. Multiplying the blocks,
$$H\Gamma = \begin{pmatrix} 0 & -D \\ D^{T} & 0\end{pmatrix}, \qquad \Gamma H = \begin{pmatrix} 0 & D \\ -D^{T} & 0\end{pmatrix},$$
and `simp` performs these products. The anticommutation rests on the vanishing diagonal blocks, that is, on the absence of on-site energies and of hopping within a sublattice.

```lean
/-- If `E` is an eigenvalue of the chain, so is `-E`. -/
theorem eigenvalue_neg {N : ℕ} {v w E : ℝ} (h : IsEigenvalue (chain N v w) E) :
    IsEigenvalue (chain N v w) (-E) := by
  obtain ⟨x, hx0, hx⟩ := h
  obtain ⟨hsq, hanti⟩ := chiral_symmetry N v w
  refine ⟨chiral N *ᵥ x, fun h => ?_, ?_⟩
  · have h1 : chiral N *ᵥ (chiral N *ᵥ x) = x := by rw [mulVec_mulVec, hsq, one_mulVec]
    rw [h, mulVec_zero] at h1
    exact hx0 h1.symm
  · rw [mulVec_mulVec, hanti, neg_mulVec, ← mulVec_mulVec, hx, mulVec_smul, neg_smul]
```

Let $Hx = Ex$ with $x \ne 0$. Then $H(\Gamma x) = -\Gamma Hx = -E\,\Gamma x$, which is the last line of the proof. The vector $\Gamma x$ is nonzero because $\Gamma(\Gamma x) = x$, which is `h1`.

## A variational bound for the eigenvalue nearest zero

```lean
/-- A real symmetric matrix has an eigenvalue `E` with `E² |x|² ≤ |A x|²` for every `x`. -/
theorem exists_eigenvalue_sq_le {n : Type*} [Fintype n] [DecidableEq n] [Nonempty n]
    (A : Matrix n n ℝ) (hs : Aᵀ = A) :
    ∃ E, IsEigenvalue A E ∧ ∀ x : n → ℝ, E ^ 2 * (x ⬝ᵥ x) ≤ (A *ᵥ x) ⬝ᵥ (A *ᵥ x) := by
  have hA : A.IsHermitian := by
    show Aᴴ = A
    rw [conjTranspose_eq_transpose_of_trivial, hs]
  have hin : ∀ p q : EuclideanSpace ℝ n, inner ℝ p q = p.ofLp ⬝ᵥ q.ofLp := by
    intro p q
    rw [EuclideanSpace.inner_eq_star_dotProduct, star_trivial, dotProduct_comm]
  -- an eigenbasis with the Parseval identity
  obtain ⟨u, l, hu0, hul, hP⟩ : ∃ (u : n → n → ℝ) (l : n → ℝ), (∀ j, u j ≠ 0) ∧
      (∀ j, A *ᵥ u j = l j • u j) ∧ ∀ y : n → ℝ, ∑ j, (y ⬝ᵥ u j) * (u j ⬝ᵥ y) = y ⬝ᵥ y := by
    refine ⟨fun j => (hA.eigenvectorBasis j).ofLp, hA.eigenvalues, fun j h => ?_,
      fun j => hA.mulVec_eigenvectorBasis j, fun y => ?_⟩
    · exact hA.eigenvectorBasis.orthonormal.ne_zero j (by ext i; simpa using congrFun h i)
    · have h := hA.eigenvectorBasis.sum_inner_mul_inner (WithLp.toLp 2 y) (WithLp.toLp 2 y)
      simp only [hin] at h
      exact h
  -- take the eigenvalue of smallest modulus
  obtain ⟨k, -, hk⟩ :=
    Finset.exists_min_image Finset.univ (fun j => l j ^ 2) Finset.univ_nonempty
  refine ⟨l k, ⟨u k, hu0 k, hul k⟩, fun x => ?_⟩
  rw [← hP x, ← hP (A *ᵥ x), Finset.mul_sum]
  refine Finset.sum_le_sum fun j _ => ?_
  have hc : u j ⬝ᵥ (A *ᵥ x) = l j * (u j ⬝ᵥ x) := by
    rw [dotProduct_mulVec, ← mulVec_transpose, hs, hul, smul_dotProduct, smul_eq_mul]
  have hj : l k ^ 2 ≤ l j ^ 2 := hk j (Finset.mem_univ j)
  rw [dotProduct_comm (A *ᵥ x), dotProduct_comm x, hc]
  nlinarith [mul_le_mul_of_nonneg_right hj (mul_self_nonneg (u j ⬝ᵥ x))]
```

For a real symmetric matrix $A$ (`hs`) of size at least one (`Nonempty n`), there is an eigenvalue $E$ with $E^2|x|^2 \le |Ax|^2$ for every $x$; `⬝ᵥ` is the dot product. Let $u_j$ be an orthonormal eigenbasis with eigenvalues $l_j$. Parseval's identity, `hP`, reads $\sum_j (y\cdot u_j)(u_j\cdot y) = y\cdot y$ for all $y$. Symmetry gives $u_j\cdot Ax = (Au_j)\cdot x = l_j\,(u_j\cdot x)$, which is `hc`. Choose $k$ with $l_k^2$ smallest (`Finset.exists_min_image`). Then
$$l_k^2\,|x|^2 = \sum_j l_k^2\,(u_j\cdot x)^2 \le \sum_j l_j^2\,(u_j\cdot x)^2 = |Ax|^2.$$
The basis comes from Mathlib's spectral theorem as `hA.eigenvectorBasis`, `Finset.sum_le_sum` reduces the inequality to one term, and `nlinarith` closes that term from $l_k^2 \le l_j^2$.

## The trial state fails only at the far end

```lean
/-- For `n+1` cells and `w ≠ 0`, the Hamiltonian applied to the trial edge state vanishes except
on the last B site, where it equals `v (-v/w)^n`. -/
theorem chain_edge (n : ℕ) (v : ℝ) {w : ℝ} (hw : w ≠ 0) :
    chain (n + 1) v w *ᵥ edge (n + 1) v w =
      Sum.elim (0 : Fin (n + 1) → ℝ)
        (fun j => if j = Fin.last n then v * (-(v / w)) ^ n else 0) := by
  have key : (hop (n + 1) v w)ᵀ *ᵥ amp (n + 1) v w =
      fun j => if j = Fin.last n then v * (-(v / w)) ^ n else 0 := by
    funext j
    have h : ((hop (n + 1) v w)ᵀ *ᵥ amp (n + 1) v w) j = v * amp (n + 1) v w j +
        ∑ i : Fin (n + 1), if i.val = j.val + 1 then w * amp (n + 1) v w i else 0 := by
      simp only [mulVec, dotProduct, transpose_apply, hop, of_apply, add_mul,
        Finset.sum_add_distrib, ite_mul, zero_mul, Finset.sum_ite_eq', Finset.mem_univ, if_true]
    rw [h]
    clear h
    refine Fin.lastCases ?_ (fun k => ?_) j
    · have hz : (∑ i : Fin (n + 1),
          if i.val = (Fin.last n).val + 1 then w * amp (n + 1) v w i else 0) = 0 :=
        Finset.sum_eq_zero fun i _ => if_neg (by have := i.2; rw [Fin.val_last]; omega)
      rw [hz]
      simp [amp]
    · rw [Finset.sum_eq_single k.succ]
      · -- the two hops onto an interior B site cancel
        rw [if_pos (by simp), if_neg (Fin.castSucc_lt_last k).ne]
        show v * (-(v / w)) ^ k.val + w * (-(v / w)) ^ (k.val + 1) = 0
        have h1 : w * (v / w) = v := by field_simp
        rw [pow_succ]
        linear_combination (-(-(v / w)) ^ k.val) * h1
      · intro i _ hi
        exact if_neg fun e => hi (Fin.ext (by simpa using e))
      · intro h
        exact absurd (Finset.mem_univ _) h
  rw [chain, edge, fromBlocks_mulVec]
  simp only [Sum.elim_comp_inl, Sum.elim_comp_inr, zero_mulVec, mulVec_zero, add_zero, key]
```

The chain now has $N = n+1$ cells, and `Fin.last n` is the last cell, index $n$. On the A sites $H\psi$ vanishes because $\psi$ has no B amplitude. On $B_k$ with $k < n$ the two hops cancel,
$$v\,(-v/w)^k + w\,(-v/w)^{k+1} = (-v/w)^k\,(v - v) = 0,$$
where $w\,(v/w) = v$ uses $w \neq 0$. On $B_n$ there is no site $A_{n+1}$, and the amplitude $v\,(-v/w)^n$ survives. In the proof, `key` computes $D^T a$, `h` writes its $j$-th component as the $v$ term plus a sum holding the $w$ term, and `Fin.lastCases` separates the last site, where that sum is zero (`hz`), from the interior sites, where only $i = k+1$ contributes. For $n = 0$ only the last site exists.

## The bound on the pair

```lean
/-- For `N ≥ 1` and `v, w > 0` the chain Hamiltonian is invertible, its eigenvalues are symmetric
about zero, and it has eigenvalues `±E` with `0 < E ≤ v (v/w)^(N-1) = w exp(-N ln(w/v))`. -/
theorem slab_splitting {N : ℕ} (hN : 1 ≤ N) {v w : ℝ} (hv : 0 < v) (hw : 0 < w) :
    IsUnit (chain N v w) ∧
    (∀ E, IsEigenvalue (chain N v w) E → IsEigenvalue (chain N v w) (-E)) ∧
    (∃ E, 0 < E ∧ E ≤ v * (v / w) ^ (N - 1) ∧
      IsEigenvalue (chain N v w) E ∧ IsEigenvalue (chain N v w) (-E)) ∧
    v * (v / w) ^ (N - 1) = w * Real.exp (-((N : ℝ) * Real.log (w / v))) := by
  obtain ⟨n, rfl⟩ : ∃ n, N = n + 1 := ⟨N - 1, by omega⟩
  have hdet := det_chain_ne_zero (n + 1) w hv.ne'
  rw [Nat.add_sub_cancel]
  refine ⟨(isUnit_iff_isUnit_det _).2 hdet.isUnit, fun _ => eigenvalue_neg, ?_, ?_⟩
  · obtain ⟨E, hE, hb⟩ := exists_eigenvalue_sq_le (chain (n + 1) v w)
      (by simp [chain, fromBlocks_transpose])
    have hE0 : E ≠ 0 := by
      rintro rfl
      obtain ⟨x, hx0, hx⟩ := hE
      exact hx0 (eq_zero_of_mulVec_eq_zero hdet (by rw [hx, zero_smul]))
    -- the trial state has squared norm at least one
    have h1 : edge (n + 1) v w (Sum.inl 0) * edge (n + 1) v w (Sum.inl 0) = 1 := by
      simp [edge, amp]
    have hn : 1 ≤ edge (n + 1) v w ⬝ᵥ edge (n + 1) v w :=
      le_trans h1.ge (Finset.single_le_sum (f := fun s => edge (n + 1) v w s * edge (n + 1) v w s)
        (fun s _ => mul_self_nonneg _) (Finset.mem_univ (Sum.inl 0)))
    have hc : ∀ c : ℝ,
        (Sum.elim (0 : Fin (n + 1) → ℝ) (fun j => if j = Fin.last n then c else 0)) ⬝ᵥ
        (Sum.elim (0 : Fin (n + 1) → ℝ) (fun j => if j = Fin.last n then c else 0)) = c * c := by
      intro c
      simp [dotProduct, Fintype.sum_sum_type]
    have hr : (-(v / w)) ^ n * (-(v / w)) ^ n = (v / w) ^ n * (v / w) ^ n := by
      rw [← mul_pow, ← mul_pow, neg_mul_neg]
    have h2 := hb (edge (n + 1) v w)
    rw [chain_edge n v hw.ne', hc] at h2
    have h3 : v * (-(v / w)) ^ n * (v * (-(v / w)) ^ n) = (v * (v / w) ^ n) ^ 2 := by
      linear_combination v ^ 2 * hr
    have h4 : E ^ 2 ≤ (v * (v / w) ^ n) ^ 2 := by
      have := mul_le_mul_of_nonneg_left hn (sq_nonneg E)
      linarith
    have h5 := sq_le_sq.mp h4
    rw [abs_of_pos (by positivity : 0 < v * (v / w) ^ n)] at h5
    have hp : IsEigenvalue (chain (n + 1) v w) |E| := by
      rcases abs_cases E with h | h <;> rw [h.1]
      · exact hE
      · exact eigenvalue_neg hE
    exact ⟨|E|, abs_pos.2 hE0, h5, hp, eigenvalue_neg hp⟩
  · rw [Real.exp_neg, Real.exp_nat_mul, Real.exp_log (div_pos hw hv), ← inv_pow, inv_div,
      pow_succ]
    have h1 : w * (v / w) = v := by field_simp
    linear_combination (-(v / w) ^ n) * h1
```

The hypotheses are $N \ge 1$, $v > 0$ and $w > 0$; the order of $v$ and $w$ is left free. The conclusion has four parts: $H$ is invertible, $-E$ is an eigenvalue whenever $E$ is, some $E$ with $0 < E \le v(v/w)^{N-1}$ has both $\pm E$ as eigenvalues, and the bound equals $w\,e^{-N\ln(w/v)}$.

The first two parts are the lemmas above. For the third, put $N = n+1$ and take $E$ from `exists_eigenvalue_sq_le`. If $E$ were zero, then $Hx = 0$ for some $x \ne 0$, against $\det H \neq 0$ (`hE0`). The amplitude on $A_0$ is $1$, so $|\psi|^2 \ge 1$ (`hn`). The single surviving amplitude gives $|H\psi|^2 = \big(v(v/w)^n\big)^2$ (`hc`, `h3`). Therefore
$$E^2 \le E^2\,|\psi|^2 \le |H\psi|^2 = \big(v\,(v/w)^n\big)^2,$$
which is `h4`, and `h5` takes the root, $|E| \le v(v/w)^n$. Since $|E|$ equals $E$ or $-E$, it is an eigenvalue (`hp`), and so is $-|E|$. The fourth part is
$$w\,e^{-(n+1)\ln(w/v)} = w\,(v/w)^{n+1} = v\,(v/w)^n.$$

The exponential is an upper bound on $E$, with no matching lower bound, so the theorem limits the decay of the splitting from one side only. The Shockley profile enters as a trial vector. The statement concerns eigenvalues, and it says nothing about where the eigenvectors of $\pm E$ live, about the bulk gap, or about how many levels lie near zero. The proof selects the eigenvalue of smallest modulus, but the statement keeps only the inequality. For $v \ge w$ the bound is at least $v$ and does not shrink with $N$.

## Four sites with $v = 1$, $w = 2$

The numbers here are direct arithmetic and do not come from the Lean file. For $N = 2$,
$$D = \begin{pmatrix} 1 & 0 \\ 2 & 1\end{pmatrix}, \qquad D^{T}D = \begin{pmatrix} 5 & 2 \\ 2 & 1\end{pmatrix}, \qquad \det D = 1 = v^2.$$
Since $H^2$ has the diagonal blocks $DD^T$ and $D^TD$, the squared energies $\lambda = E^2$ solve $\lambda^2 - 6\lambda + 1 = 0$, so $\lambda = 3 \pm 2\sqrt2 = (\sqrt2 \pm 1)^2$. The spectrum is $\pm(\sqrt2 - 1) \approx \pm 0.414$ and $\pm(\sqrt2+1) \approx \pm 2.414$. The trial amplitudes are $a = (1, -\tfrac12)$, normalised $(2, -1)/\sqrt5 \approx (0.894, -0.447)$, and $D^Ta = (0, -\tfrac12)$. The bound is $v(v/w) = 2e^{-2\ln 2} = 0.5$, above $0.414$. Keeping $|\psi|^2 = \tfrac54$ instead of $1$ gives $1/\sqrt5 \approx 0.447$. For $N = 1$ the eigenvalues are $\pm v$ and the bound is attained.

## The splitting in long chains

```lean
/-- For `0 < v < w` and any `ε > 0`, every long enough chain has eigenvalues `±E` with
`0 < E` and splitting `2E < ε`. -/
theorem splitting_vanishes {v w ε : ℝ} (hv : 0 < v) (hvw : v < w) (hε : 0 < ε) :
    ∃ N₀, ∀ N ≥ N₀, ∃ E, 0 < E ∧ 2 * E < ε ∧
      IsEigenvalue (chain N v w) E ∧ IsEigenvalue (chain N v w) (-E) := by
  have hw : 0 < w := hv.trans hvw
  have hr : v / w < 1 := (div_lt_one hw).2 hvw
  obtain ⟨k, hk⟩ := exists_pow_lt_of_lt_one (by positivity : 0 < ε / (2 * v)) hr
  refine ⟨k + 1, fun N hN => ?_⟩
  obtain ⟨-, -, ⟨E, h0, hb, hp, hm⟩, -⟩ := slab_splitting (N := N) (by omega) hv hw
  refine ⟨E, h0, ?_, hp, hm⟩
  have h1 : (v / w) ^ (N - 1) ≤ (v / w) ^ k :=
    pow_le_pow_of_le_one (by positivity) hr.le (by omega)
  rw [lt_div_iff₀ (by positivity)] at hk
  nlinarith [mul_le_mul_of_nonneg_left h1 hv.le]

end

end DimerizedChainEdge
```

For $0 < v < w$ and $\varepsilon > 0$ there is a length $N_0$ such that every chain with $N \ge N_0$ cells has eigenvalues $\pm E$ with $E > 0$ and $2E < \varepsilon$. The value $E$ depends on $N$, while $N_0$ depends only on $v$, $w$ and $\varepsilon$. Because $v/w < 1$ (`hr`), some power $k$ satisfies $(v/w)^k < \varepsilon/(2v)$, supplied by `exists_pow_lt_of_lt_one`. Take $N_0 = k+1$. For $N \ge N_0$ one has $N \ge 1$, so `slab_splitting` applies, and $N - 1 \ge k$ gives $(v/w)^{N-1} \le (v/w)^k$ (`h1`). Hence
$$2E \le 2v\,(v/w)^{N-1} \le 2v\,(v/w)^k < \varepsilon,$$
the chain of inequalities that `nlinarith` assembles.

```lean
#print axioms DimerizedChainEdge.eigenvalue_neg
#print axioms DimerizedChainEdge.splitting_vanishes
```

```
'DimerizedChainEdge.eigenvalue_neg' depends on axioms: [propext, Classical.choice, Quot.sound]
'DimerizedChainEdge.splitting_vanishes' depends on axioms: [propext, Classical.choice, Quot.sound]
```
